# The antisymmetrizer annihilates exactly the finite sums of functions symmetric under some pair exchange

## Wave functions, permutations and the 1/N! convention

Let F(x₀, …, x_{N−1}) be a complex function of the coordinates of N identical fermions, where one coordinate stands for all the variables of one particle, such as its position and spin. Antisymmetrizing F gives a function that changes sign when two particles are exchanged, as fermions require, but the result may be zero. Which F are lost in this way?

```lean
import Mathlib

open Equiv

namespace AntisymmetrizerKernel

noncomputable section
```

The coordinates take values in an arbitrary type `X`, and N may be any natural number. Neither continuity nor square integrability is required, and equality means equality at every point. The step to Hilbert-space states, where functions that agree almost everywhere are identified, is not taken here.

```lean
/-- A complex function of `N` coordinates, each taking values in `X`. -/
abbrev WaveFun (N : ℕ) (X : Type*) := (Fin N → X) → ℂ
```

The sign of a permutation σ, which is +1 or −1, is used as a complex number.

```lean
variable {N : ℕ} {X : Type*}

/-- The sign of a permutation as a complex number. -/
def sgn (σ : Perm (Fin N)) : ℂ := ((Perm.sign σ : ℤ) : ℂ)
```

A permutation acts by relabelling coordinates:

(P_σ F)(x) = F(x∘σ), where (x∘σ)_k = x_{σ(k)}.

With this convention P_σ P_τ = P_{στ}.

```lean
/-- The action of a permutation on a function by relabelling its coordinates. -/
def permute (σ : Perm (Fin N)) (F : WaveFun N X) : WaveFun N X :=
  fun x => F (x ∘ ⇑σ)
```

The antisymmetrizer, written A here and `asym` in Lean, is the signed average

A F = (1/N!) Σ_σ sgn(σ) P_σ F.

The prefactor is 1/N!, not the 1/√N! that normalises a Slater determinant of orthonormal orbitals; the functions sent to zero are the same for both.

```lean
/-- The antisymmetrizer: the signed average over all `N!` permutations of the coordinates. -/
def asym (F : WaveFun N X) : WaveFun N X :=
  fun x => (N.factorial : ℂ)⁻¹ * ∑ σ : Perm (Fin N), sgn σ * F (x ∘ ⇑σ)
```

Call F pair-symmetric if P_s F = F for at least one exchange s = (i j) with i ≠ j. The exchange acts on whole coordinates, so position and spin move together.

```lean
/-- A function is pair-symmetric if exchanging some two distinct coordinates leaves it
unchanged. -/
def PairSymmetric (F : WaveFun N X) : Prop :=
  ∃ i j : Fin N, i ≠ j ∧ ∀ x, F (x ∘ ⇑(swap i j)) = F x
```

A finite sum is the sum of a list of such functions, and each may have its own pair. The empty list gives the zero function.

```lean
/-- A function is a pair-symmetric sum if it is a finite sum of pair-symmetric functions;
the exchanged pair may differ from term to term. -/
def IsPairSum (F : WaveFun N X) : Prop :=
  ∃ L : List (WaveFun N X), (∀ G ∈ L, PairSymmetric G) ∧ L.sum = F
```

## Signs and linearity

Three facts about signs are needed. The first is sgn(στ) = sgn(σ) sgn(τ).

```lean
lemma sgn_mul (σ τ : Perm (Fin N)) : sgn (σ * τ) = sgn σ * sgn τ := by
  simp [sgn]
```

The second is sgn(σ)² = 1.

```lean
lemma sgn_mul_self (σ : Perm (Fin N)) : sgn σ * sgn σ = 1 := by
  rcases Int.units_eq_one_or (Perm.sign σ) with h | h <;> simp [sgn, h]
```

The third is that an exchange has sign −1.

```lean
lemma sgn_swap {i j : Fin N} (h : i ≠ j) : sgn (swap i j) = -1 := by
  simp [sgn, Perm.sign_swap h]
```

Distributing the sum over permutations gives, for any complex c,

A(F + cG) = A F + c A G.

```lean
/-- The antisymmetrizer is linear. -/
theorem asym_add_smul (c : ℂ) (F G : WaveFun N X) :
    asym (F + c • G) = asym F + c • asym G := by
  funext x
  have h : ∑ σ : Perm (Fin N), sgn σ * (F (x ∘ ⇑σ) + c * G (x ∘ ⇑σ))
      = ∑ σ : Perm (Fin N), sgn σ * F (x ∘ ⇑σ)
        + c * ∑ σ : Perm (Fin N), sgn σ * G (x ∘ ⇑σ) := by
    rw [Finset.mul_sum, ← Finset.sum_add_distrib]
    exact Finset.sum_congr rfl (fun σ _ => by ring)
  simp only [asym, Pi.add_apply, Pi.smul_apply, smul_eq_mul]
  rw [h]
  ring
```

## Permuting after and before antisymmetrization

Permuting the output gives

P_τ A F = (1/N!) Σ_σ sgn(σ) P_{τσ} F.

Put σ′ = τσ. Then sgn(σ) = sgn(τ) sgn(σ′), and σ′ runs over all permutations, so P_τ A F = sgn(τ) A F. In Lean, `Fintype.sum_equiv` with `Equiv.mulLeft τ` makes this substitution.

```lean
/-- An antisymmetrized function acquires the sign of any permutation of its coordinates. -/
theorem permute_asym (τ : Perm (Fin N)) (F : WaveFun N X) :
    permute τ (asym F) = sgn τ • asym F := by
  funext x
  have h : ∑ σ : Perm (Fin N), sgn σ * F ((x ∘ ⇑τ) ∘ ⇑σ)
      = sgn τ * ∑ σ : Perm (Fin N), sgn σ * F (x ∘ ⇑σ) := by
    rw [Finset.mul_sum]
    refine Fintype.sum_equiv (Equiv.mulLeft τ) _ _ (fun σ => ?_)
    show sgn σ * F (x ∘ ⇑(τ * σ)) = sgn τ * (sgn (τ * σ) * F (x ∘ ⇑(τ * σ)))
    rw [sgn_mul]
    linear_combination (-(sgn σ * F (x ∘ ⇑(τ * σ)))) * sgn_mul_self τ
  simp only [permute, asym, Pi.smul_apply, smul_eq_mul]
  rw [h]
  ring
```

If the input is permuted instead, P_{στ} appears in the sum. The substitution σ′ = στ gives A P_τ F = sgn(τ) A F.

```lean
/-- Permuting the coordinates before antisymmetrizing only multiplies the result by the sign
of the permutation. -/
theorem asym_permute (τ : Perm (Fin N)) (F : WaveFun N X) :
    asym (permute τ F) = sgn τ • asym F := by
  funext x
  have h : ∑ σ : Perm (Fin N), sgn σ * F ((x ∘ ⇑σ) ∘ ⇑τ)
      = sgn τ * ∑ σ : Perm (Fin N), sgn σ * F (x ∘ ⇑σ) := by
    rw [Finset.mul_sum]
    refine Fintype.sum_equiv (Equiv.mulRight τ) _ _ (fun σ => ?_)
    show sgn σ * F (x ∘ ⇑(σ * τ)) = sgn τ * (sgn (σ * τ) * F (x ∘ ⇑(σ * τ)))
    rw [sgn_mul]
    linear_combination (-(sgn σ * F (x ∘ ⇑(σ * τ)))) * sgn_mul_self τ
  simp only [permute, asym, Pi.smul_apply, smul_eq_mul]
  rw [h]
  ring
```

Now let P_s F = F for an exchange s. Then

A F = A P_s F = −A F,

so A F = 0.

```lean
/-- The antisymmetrizer destroys every function that is invariant under exchanging some two
distinct coordinates. -/
theorem asym_of_pairSymmetric {F : WaveFun N X} (hF : PairSymmetric F) : asym F = 0 := by
  obtain ⟨i, j, hij, hs⟩ := hF
  have hp : permute (swap i j) F = F := funext hs
  have h := asym_permute (swap i j) F
  rw [hp, sgn_swap hij] at h
  -- the result equals its own negative
  funext x
  have hx := congrFun h x
  simp only [Pi.smul_apply, smul_eq_mul] at hx
  show asym F x = 0
  linear_combination (1 / 2 : ℂ) * hx
```

## What is removed is a sum of pair-symmetric functions

Adding two finite sums joins their lists.

```lean
lemma IsPairSum.add {F G : WaveFun N X} (hF : IsPairSum F) (hG : IsPairSum G) :
    IsPairSum (F + G) := by
  obtain ⟨L, hL, rfl⟩ := hF
  obtain ⟨M, hM, rfl⟩ := hG
  refine ⟨L ++ M, fun K hK => ?_, List.sum_append⟩
  rcases List.mem_append.1 hK with h | h
  · exact hL K h
  · exact hM K h
```

For any G and any exchange s, the function G + P_s G is pair-symmetric, because P_s swaps its two terms. This is the building block for

F − sgn(σ) P_σ F,

which is a finite sum of pair-symmetric functions for every σ. The proof builds σ from exchanges by `Perm.swap_induction_on`. For the identity the difference is zero. If σ = sτ, set G = sgn(τ) P_τ F; since sgn(σ) = −sgn(τ),

F − sgn(σ) P_σ F = (F − sgn(τ) P_τ F) + (G + P_s G).

The first bracket is covered by the induction hypothesis, the second by the building block.

```lean
/-- The difference between a function and its signed permuted copy is a finite sum of
pair-symmetric functions. -/
theorem isPairSum_sub_permute (σ : Perm (Fin N)) (F : WaveFun N X) :
    IsPairSum (F - sgn σ • permute σ F) := by
  refine Perm.swap_induction_on σ ?_ ?_
  · exact ⟨[], by simp, by funext x; simp [sgn, permute]⟩
  · intro τ i j hij ih
    -- a function plus its exchanged copy is invariant under the exchange
    have h : ∀ G : WaveFun N X, IsPairSum (G + permute (swap i j) G) := by
      intro G
      refine ⟨[G + permute (swap i j) G], fun K hK => ?_, by simp⟩
      rw [List.mem_singleton.1 hK]
      refine ⟨i, j, hij, fun x => ?_⟩
      have hx : (x ∘ ⇑(swap i j)) ∘ ⇑(swap i j) = x := by
        funext k
        simp
      show G (x ∘ ⇑(swap i j)) + G ((x ∘ ⇑(swap i j)) ∘ ⇑(swap i j))
        = G x + G (x ∘ ⇑(swap i j))
      rw [hx]
      ring
    convert ih.add (h (sgn τ • permute τ F)) using 1
    funext x
    show F x - sgn (swap i j * τ) * F ((x ∘ ⇑(swap i j)) ∘ ⇑τ)
      = F x - sgn τ * F (x ∘ ⇑τ)
        + (sgn τ * F (x ∘ ⇑τ) + sgn τ * F ((x ∘ ⇑(swap i j)) ∘ ⇑τ))
    rw [sgn_mul, sgn_swap hij]
    ring
```

There are N! permutations, so averaging gives

F − A F = Σ_σ [F/N! − sgn(σ) P_σ(F/N!)].

Each bracket has the form just treated, and `Finset.sum_induction` adds them up.

```lean
/-- Every function is its antisymmetrized part plus a finite sum of pair-symmetric
functions. -/
theorem isPairSum_sub_asym (F : WaveFun N X) : IsPairSum (F - asym F) := by
  have hN : (N.factorial : ℂ) ≠ 0 := by exact_mod_cast N.factorial_ne_zero
  -- write the difference as an average over all permutations
  have h : F - asym F = ∑ σ : Perm (Fin N),
      ((N.factorial : ℂ)⁻¹ • F - sgn σ • permute σ ((N.factorial : ℂ)⁻¹ • F)) := by
    funext x
    simp only [Finset.sum_apply, Pi.sub_apply, Pi.smul_apply, smul_eq_mul, permute, asym,
      Finset.sum_sub_distrib, Finset.sum_const, Finset.card_univ, Fintype.card_perm,
      Fintype.card_fin, nsmul_eq_mul, Finset.mul_sum]
    rw [mul_inv_cancel_left₀ hN]
    congr 1
    exact Finset.sum_congr rfl (fun σ _ => by ring)
  rw [h]
  exact Finset.sum_induction _ IsPairSum (fun _ _ ha hb => ha.add hb)
    ⟨[], by simp, by simp⟩ (fun σ _ => isPairSum_sub_permute σ _)
```

## The kernel

If A F = 0, the last result says that F itself is a finite sum of pair-symmetric functions. Conversely, A is linear and annihilates each term of such a sum; Lean runs through the list by induction. For N = 0 or 1 there is no pair to exchange, and both sides of the equivalence say F = 0.

```lean
/-- The antisymmetrizer destroys a function if and only if the function is a finite sum of
functions, each invariant under exchanging some pair of distinct coordinates. -/
theorem asym_eq_zero_iff (F : WaveFun N X) : asym F = 0 ↔ IsPairSum F := by
  constructor
  · intro h
    have hF := isPairSum_sub_asym F
    rwa [h, sub_zero] at hF
  · rintro ⟨L, hL, rfl⟩
    induction L with
    | nil =>
      funext x
      simp [asym]
    | cons G L ih =>
      have h := asym_add_smul 1 G L.sum
      simp only [one_smul] at h
      rw [List.sum_cons, h, asym_of_pairSymmetric (hL G (by simp)),
        ih (fun K hK => hL K (List.mem_cons_of_mem G hK)), add_zero]
```

Applied to F − G, this gives A F = A G exactly when F − G is such a sum. So if the antisymmetrized function is to stay the same at every point, F may be changed by such a sum and in no other way. A nonzero constant factor, which changes A F but not the physical state it represents, is not counted here.

```lean
/-- Two functions have the same antisymmetrization if and only if they differ by a finite sum
of pair-symmetric functions. -/
theorem asym_eq_asym_iff (F G : WaveFun N X) : asym F = asym G ↔ IsPairSum (F - G) := by
  have h : asym (F - G) = asym F - asym G := by
    simpa [sub_eq_add_neg] using asym_add_smul (-1) F G
  rw [← asym_eq_zero_iff, h, sub_eq_zero]
```

## A destroyed function with no exchange symmetry

Take three complex coordinates and

F(x) = x₀ + 2x₁ + 3x₂.

Each term is unchanged when the two coordinates it does not contain are exchanged, so A F = 0. Yet F is not pair-symmetric: at (0, 1, 2) its value is 8, while the exchanges (0 1), (0 2) and (1 2) give 7, 4 and 7. A single pair-symmetric function is therefore not always enough. This F shows the algebra only and is not a normalisable wave function; for real coordinates, multiplying it by the symmetric factor exp(−x₀² − x₁² − x₂²) makes it square integrable, and the same argument applies. Lean checks the three exchanges with `decide`.

```lean
/-- The function `x₀ + 2 x₁ + 3 x₂` of three complex coordinates is destroyed by the
antisymmetrizer, although no exchange of two distinct coordinates leaves it unchanged. -/
theorem destroyed_not_pairSymmetric :
    asym (fun x : Fin 3 → ℂ => x 0 + 2 * x 1 + 3 * x 2) = 0 ∧
      ¬ PairSymmetric (fun x : Fin 3 → ℂ => x 0 + 2 * x 1 + 3 * x 2) := by
  constructor
  · -- each term is invariant under exchanging the two coordinates it does not contain
    refine (asym_eq_zero_iff _).2
      ⟨[fun x => x 0, fun x => 2 * x 1, fun x => 3 * x 2], fun G hG => ?_, ?_⟩
    · simp only [List.mem_cons, List.not_mem_nil, or_false] at hG
      rcases hG with rfl | rfl | rfl
      · exact ⟨1, 2, by decide, fun x =>
          congrArg (fun k => x k) (by decide : swap (1 : Fin 3) 2 0 = 0)⟩
      · exact ⟨0, 2, by decide, fun x =>
          congrArg (fun k => 2 * x k) (by decide : swap (0 : Fin 3) 2 1 = 1)⟩
      · exact ⟨0, 1, by decide, fun x =>
          congrArg (fun k => 3 * x k) (by decide : swap (0 : Fin 3) 1 2 = 2)⟩
    · funext x
      simp only [List.sum_cons, List.sum_nil, Pi.add_apply, Pi.zero_apply]
      ring
  · rintro ⟨i, j, hij, h⟩
    -- compare the values at the point (0, 1, 2)
    have key : ∀ i j : Fin 3, i ≠ j →
        (swap i j 0).val + 2 * (swap i j 1).val + 3 * (swap i j 2).val ≠ 8 := by decide
    have h' : ((swap i j 0).val : ℂ) + 2 * ((swap i j 1).val : ℂ) + 3 * ((swap i j 2).val : ℂ)
        = ((0 : Fin 3).val : ℂ) + 2 * ((1 : Fin 3).val : ℂ) + 3 * ((2 : Fin 3).val : ℂ) :=
      h (fun k => (k.val : ℂ))
    have h8 : ((0 : Fin 3).val : ℂ) + 2 * ((1 : Fin 3).val : ℂ) + 3 * ((2 : Fin 3).val : ℂ)
        = 8 := by norm_num
    rw [h8] at h'
    exact key i j hij (by exact_mod_cast h')

end

end AntisymmetrizerKernel
```

```lean
#print axioms AntisymmetrizerKernel.permute_asym
#print axioms AntisymmetrizerKernel.asym_of_pairSymmetric
#print axioms AntisymmetrizerKernel.asym_eq_asym_iff
#print axioms AntisymmetrizerKernel.destroyed_not_pairSymmetric
```

```
'AntisymmetrizerKernel.permute_asym' depends on axioms: [propext, Classical.choice, Quot.sound]
'AntisymmetrizerKernel.asym_of_pairSymmetric' depends on axioms: [propext, Classical.choice, Quot.sound]
'AntisymmetrizerKernel.asym_eq_asym_iff' depends on axioms: [propext, Classical.choice, Quot.sound]
'AntisymmetrizerKernel.destroyed_not_pairSymmetric' depends on axioms: [propext, Classical.choice, Quot.sound]
```
